# Second Runge–Gross step on the line: for a positive density, a divergence-free force density with equal surface limits comes only from a constant potential

For a density $n$ and a potential $w$, both real functions on the line, the force density is taken as $F = n w'$, without the minus sign of the physical force, and the surface term is $S = w\,n\,w'$. The divergence of $F$ is its ordinary derivative, and "divergence-free" means that this derivative exists and equals zero at every point.

```lean
import Mathlib

open Filter Topology

namespace RungeGrossSecondStep

noncomputable section

/-- The force density `n w'` that a potential `w` exerts on a density `n` on the line
(up to sign). -/
def forceDensity (n w : ℝ → ℝ) (x : ℝ) : ℝ := n x * deriv w x

/-- The surface term `w n w'` of the Runge-Gross integration by parts. -/
def surfaceTerm (n w : ℝ → ℝ) (x : ℝ) : ℝ := w x * forceDensity n w x

/-- Green's identity in local form: if `w` is differentiable at `x` and the force density has
divergence `q` there, the surface term has derivative `n w'^2 + w q` there. -/
theorem surfaceTerm_hasDerivAt {n w : ℝ → ℝ} {x q : ℝ} (hw : DifferentiableAt ℝ w x)
    (hq : HasDerivAt (forceDensity n w) q x) :
    HasDerivAt (surfaceTerm n w) (n x * deriv w x ^ 2 + w x * q) x := by
  have h := hw.hasDerivAt.fun_mul hq
  exact h.congr_deriv (by simp only [forceDensity]; ring)

/-- For a nonnegative density and a differentiable potential with divergence-free force density, the
surface term never decreases from left to right. -/
theorem surfaceTerm_monotone {n w : ℝ → ℝ} (hn : ∀ x, 0 ≤ n x) (hw : Differentiable ℝ w)
    (hdiv : ∀ x, HasDerivAt (forceDensity n w) 0 x) : Monotone (surfaceTerm n w) := by
  have hd := fun x => surfaceTerm_hasDerivAt (hw x) (hdiv x)
  refine monotone_of_deriv_nonneg (fun x => (hd x).differentiableAt) (fun x => ?_)
  rw [(hd x).deriv, mul_zero, add_zero]
  exact mul_nonneg (hn x) (sq_nonneg _)

/-- Second Runge-Gross step on the line: if the density is positive, `w` is differentiable, the
force density of `w` is divergence-free, and the surface term has the same limit at both infinities,
then `w` is constant. -/
theorem potential_constant {n w : ℝ → ℝ} {L : ℝ} (hn : ∀ x, 0 < n x)
    (hw : Differentiable ℝ w) (hdiv : ∀ x, HasDerivAt (forceDensity n w) 0 x)
    (hbot : Tendsto (surfaceTerm n w) atBot (𝓝 L))
    (htop : Tendsto (surfaceTerm n w) atTop (𝓝 L)) :
    ∃ c, ∀ x, w x = c := by
  have hmono := surfaceTerm_monotone (fun x => (hn x).le) hw hdiv
  -- a monotone function with equal limits at both ends is constant
  have hconst : surfaceTerm n w = fun _ => L := by
    funext x
    exact le_antisymm (hmono.ge_of_tendsto htop x) (hmono.le_of_tendsto hbot x)
  -- hence `n w'^2` vanishes everywhere, and with it the slope `w'`
  have hzero : ∀ x, deriv w x = 0 := by
    intro x
    have h1 := surfaceTerm_hasDerivAt (hw x) (hdiv x)
    rw [hconst] at h1
    have h2 := h1.unique (hasDerivAt_const x L)
    rw [mul_zero, add_zero] at h2
    rcases mul_eq_zero.mp h2 with h | h
    · exact absurd h (hn x).ne'
    · exact pow_eq_zero_iff (two_ne_zero) |>.mp h
  exact ⟨w 0, fun x => is_const_of_deriv_eq_zero hw hzero x 0⟩

/-- Two differentiable potentials whose force densities on the same positive density have the same
divergence `q` differ by a constant, provided the surface term of their difference vanishes at both
infinities. -/
theorem potentials_differ_by_constant {n v₁ v₂ q : ℝ → ℝ} (hn : ∀ x, 0 < n x)
    (hv₁ : Differentiable ℝ v₁) (hv₂ : Differentiable ℝ v₂)
    (hq₁ : ∀ x, HasDerivAt (forceDensity n v₁) (q x) x)
    (hq₂ : ∀ x, HasDerivAt (forceDensity n v₂) (q x) x)
    (hbot : Tendsto (surfaceTerm n (fun x => v₁ x - v₂ x)) atBot (𝓝 0))
    (htop : Tendsto (surfaceTerm n (fun x => v₁ x - v₂ x)) atTop (𝓝 0)) :
    ∃ c, ∀ x, v₁ x = v₂ x + c := by
  have hd := fun x => (hv₁ x).hasDerivAt.fun_sub (hv₂ x).hasDerivAt
  -- the force density is linear in the potential
  have hF : forceDensity n (fun x => v₁ x - v₂ x)
      = fun x => forceDensity n v₁ x - forceDensity n v₂ x := by
    funext x
    simp only [forceDensity]
    rw [(hd x).deriv]
    ring
  have hdiv : ∀ x, HasDerivAt (forceDensity n (fun x => v₁ x - v₂ x)) 0 x := by
    intro x
    rw [hF]
    exact ((hq₁ x).fun_sub (hq₂ x)).congr_deriv (sub_self _)
  obtain ⟨c, hc⟩ := potential_constant hn (fun x => (hd x).differentiableAt) hdiv hbot htop
  exact ⟨c, fun x => by linarith [hc x]⟩

/-- The potential `w(x) = ∫₀ˣ exp(t²) dt`. -/
def steepPotential (x : ℝ) : ℝ := ∫ t in (0 : ℝ)..x, Real.exp (t ^ 2)

/-- The steep potential has slope `exp(x²)`. -/
theorem steepPotential_hasDerivAt (x : ℝ) :
    HasDerivAt steepPotential (Real.exp (x ^ 2)) x := by
  have hc : Continuous (fun t : ℝ => Real.exp (t ^ 2)) := by fun_prop
  exact (hc.integral_hasStrictDerivAt 0 x).hasDerivAt

/-- Without a boundary condition the step fails: on the Gaussian density `exp(-x²)` the steep
potential is differentiable with divergence-free force density, yet it is not constant. -/
theorem boundary_condition_needed :
    Differentiable ℝ steepPotential ∧
    (∀ x, HasDerivAt (forceDensity (fun y => Real.exp (-y ^ 2)) steepPotential) 0 x) ∧
    ¬ ∃ c, ∀ x, steepPotential x = c := by
  refine ⟨fun x => (steepPotential_hasDerivAt x).differentiableAt, fun x => ?_, ?_⟩
  · -- the force density is identically one
    have hF : forceDensity (fun y => Real.exp (-y ^ 2)) steepPotential = fun _ => 1 := by
      funext y
      simp only [forceDensity]
      rw [(steepPotential_hasDerivAt y).deriv, ← Real.exp_add, neg_add_cancel, Real.exp_zero]
    rw [hF]
    exact hasDerivAt_const x 1
  · rintro ⟨c, hc⟩
    have h := steepPotential_hasDerivAt 0
    rw [show steepPotential = fun _ => c from funext hc] at h
    exact (Real.exp_pos _).ne' (h.unique (hasDerivAt_const 0 c))

/-- A boundary condition at one end is not enough: for the density `exp(-x)` and the potential
`exp(x)` the force density is divergence-free and the surface term vanishes at minus infinity,
yet the potential is not constant. -/
theorem one_end_not_enough :
    (∀ x, HasDerivAt (forceDensity (fun y => Real.exp (-y)) Real.exp) 0 x) ∧
    Tendsto (surfaceTerm (fun y => Real.exp (-y)) Real.exp) atBot (𝓝 0) ∧
    ¬ ∃ c, ∀ x, Real.exp x = c := by
  have hF : forceDensity (fun y => Real.exp (-y)) Real.exp = fun _ => 1 := by
    funext y
    simp only [forceDensity]
    rw [(Real.hasDerivAt_exp y).deriv, ← Real.exp_add, neg_add_cancel, Real.exp_zero]
  refine ⟨fun x => ?_, ?_, ?_⟩
  · rw [hF]
    exact hasDerivAt_const x 1
  · -- the surface term is the potential itself
    have hS : surfaceTerm (fun y => Real.exp (-y)) Real.exp = Real.exp := by
      funext y
      simp only [surfaceTerm, hF, mul_one]
    rw [hS]
    exact Real.tendsto_exp_atBot
  · rintro ⟨c, hc⟩
    have h : Real.exp 0 < Real.exp 1 := Real.exp_lt_exp.mpr one_pos
    rw [hc 0, hc 1] at h
    exact lt_irrefl c h

end

end RungeGrossSecondStep
```

```lean
#print axioms RungeGrossSecondStep.potential_constant
#print axioms RungeGrossSecondStep.potentials_differ_by_constant
#print axioms RungeGrossSecondStep.boundary_condition_needed
#print axioms RungeGrossSecondStep.one_end_not_enough
```

```
'RungeGrossSecondStep.potential_constant' depends on axioms: [propext, Classical.choice, Quot.sound]
'RungeGrossSecondStep.potentials_differ_by_constant' depends on axioms: [propext, Classical.choice, Quot.sound]
'RungeGrossSecondStep.boundary_condition_needed' depends on axioms: [propext, Classical.choice, Quot.sound]
'RungeGrossSecondStep.one_end_not_enough' depends on axioms: [propext, Classical.choice, Quot.sound]
```

## What is assumed about the density and the potential

The main theorem is `potential_constant`. In ordinary notation it assumes that

- $n(x) > 0$ for every $x$,
- $w$ is differentiable everywhere,
- $(n w')' = 0$ everywhere,
- $w\,n\,w'$ tends to the same real number $L$ as $x \to -\infty$ and as $x \to +\infty$,

and concludes that there is a number $c$ with $w(x) = c$ for all $x$. The usual boundary condition is the case $L = 0$. Allowing another common value costs nothing in the proof, although the conclusion gives $w' = 0$ and therefore shows afterwards that $L$ was zero.

In the code, `forceDensity n w` is the function $F$ and `surfaceTerm n w` is the function $S$. The expression `HasDerivAt (forceDensity n w) 0 x` says that $F$ is differentiable at $x$ with derivative $0$, so the smoothness of the product $n w'$ is part of the hypothesis. Nothing is asked of $n$ separately apart from its sign: it need not be normalised, or even integrable. The filters `atBot` and `atTop` stand for the two infinities, and `Tendsto ... (𝓝 L)` for convergence to $L$.

The second theorem, `potentials_differ_by_constant`, compares two differentiable potentials $v_1$ and $v_2$ on the same positive density. If $(n v_1')' = q$ and $(n v_2')' = q$ for one function $q$, and if the surface term of the difference $v_1 - v_2$ vanishes at both infinities, then $v_1 = v_2 + c$ for some constant $c$. Thus the equation $(n v')' = q$ fixes the potential up to a constant, within a class of potentials whose differences satisfy the boundary condition. The theorem is about uniqueness; it does not say that a solution exists for a given $q$.

## Where the equation comes from in time-dependent density functional theory

The Runge–Gross argument considers two time-dependent potentials that act on the same initial state and can be expanded in powers of time about the initial moment $t_0$. Its first step shows that the current densities become different if the potentials differ by more than a function of time alone. Its second step passes from currents to densities by means of the continuity equation.

Let $w_k$ be the $k$-th time derivative at $t_0$ of the potential that produces the density $\rho$ minus the potential that produces the density $\rho'$ (the prime here labels the second system and is not a derivative), for the smallest $k$ at which this derivative is not constant in space. In atomic units and in one dimension, the two densities $\rho$ and $\rho'$ then satisfy

$$
\partial_t^{\,k+2}(\rho - \rho')\big|_{t_0} = \partial_x\big(n\,\partial_x w_k\big),
$$

where $n$ is the density of the initial state. If the two densities agreed at all times near $t_0$, the left side would vanish, and $w_k$ would have a divergence-free force density. To reach a contradiction one has to know that such a $w_k$ is constant, and this is what `potential_constant` supplies, given its boundary condition.

The Lean code treats this spatial question for a prescribed density on the line. Time evolution, the many-particle Schrödinger equation, the expansion in time and the first step do not appear in it, and neither does three-dimensional space. Within those limits, the result bears on the claim that a time-dependent density, for a fixed initial state, determines its potential up to a function of time.

Two hypotheses carry physical content. Positivity of $n$ says that there are particles everywhere to feel the force; the equation $(n w')' = 0$ puts no condition on the potential inside a region with no density. The condition on the surface term restricts how steeply the potential may grow in the tails compared with the decay of the density. For a potential that is bounded and has a bounded slope, $w\,n\,w'$ vanishes at infinity whenever $n$ does.

## The surface term can only rise

Suppose first that $F = n w'$ has derivative $q$ at a point $x$. The product rule applied to $S = wF$ gives

$$
S'(x) = w'(x)F(x) + w(x)F'(x) = n(x)\,w'(x)^2 + w(x)\,q.
$$

This is Green's identity before integration. For $q = 0$ it becomes

$$
S'(x) = n(x)\,w'(x)^2 \ge 0,
$$

so $S$ never decreases from left to right.

Now use the two limits. Fix $x$. For every $y > x$ we have $S(x) \le S(y)$, and letting $y \to +\infty$ gives $S(x) \le L$. For every $y < x$ we have $S(y) \le S(x)$, and letting $y \to -\infty$ gives $L \le S(x)$. Hence $S(x) = L$ for every $x$. A constant function has derivative zero, so

$$
n(x)\,w'(x)^2 = 0 .
$$

Since $n(x) > 0$, it follows that $w'(x) = 0$ for every $x$, and a differentiable function on the line with zero derivative everywhere is constant.

The familiar version of the argument integrates the identity over the line and obtains $\int n\,w'^2\,dx = S(+\infty) - S(-\infty) = 0$. Working with monotonicity uses the same cancellation at the two ends, but needs no integral and therefore no integrability assumption.

For two potentials, set $w = v_1 - v_2$. The force density is linear in the potential, so

$$
n w' = n v_1' - n v_2', \qquad (n w')' = q - q = 0,
$$

and the result for one potential gives $v_1 - v_2 = c$.

## How the Lean proof follows these steps

The lemma `surfaceTerm_hasDerivAt` is the pointwise Green's identity. Its proof combines the derivatives of `w` and of the force density by the product rule, `fun_mul`, and `ring` brings the result into the form `n x * deriv w x ^ 2 + w x * q`.

The lemma `surfaceTerm_monotone` puts $q = 0$ into this identity and applies `monotone_of_deriv_nonneg`, which turns a nonnegative derivative into monotonicity. It needs only $n \ge 0$, because a strict sign plays no role until the last division by $n$.

In `potential_constant`, the step named `hconst` is the squeeze between the two limits: `hmono.ge_of_tendsto htop x` gives $S(x) \le L$, and `hmono.le_of_tendsto hbot x` gives $L \le S(x)$. The step `hzero` then has two expressions for the derivative of $S$ at $x$, namely $n(x)w'(x)^2$ from Green's identity and $0$ from constancy. Uniqueness of the derivative equates them, and `mul_eq_zero` splits the vanishing product into two cases. The case $n(x) = 0$ contradicts positivity; the other gives $w'(x) = 0$. Finally, `is_const_of_deriv_eq_zero` shows that $w(x) = w(0)$, so the constant is chosen as `w 0`.

The proof of `potentials_differ_by_constant` establishes the linearity of the force density in `hF`, subtracts the two equal divergences in `hdiv`, and calls `potential_constant` with $L = 0$.

## A Gaussian density with a potential that is too steep

Without the boundary condition, a divergence-free force density may be any constant $J$, not only zero. For a continuous positive density the equation $n w' = J$ is solved by

$$
w(x) = w(0) + J\int_0^x \frac{dt}{n(t)} .
$$

The theorem `boundary_condition_needed` takes $n(x) = e^{-x^2}$ and $J = 1$, with

$$
w(x) = \int_0^x e^{t^2}\,dt, \qquad w'(x) = e^{x^2}, \qquad n(x)\,w'(x) = 1 .
$$

This potential is `steepPotential`. Its force density is constant, hence divergence-free, but $w'(0) = 1$, so $w$ is not constant. The surface term is $w$ itself. Because the slope of $w$ is at least $1$ everywhere, $w$ runs from $-\infty$ to $+\infty$, which shows how the boundary condition fails.

The density $e^{-x^2}$ integrates to $\sqrt{\pi}$. The normalised density $e^{-x^2}/\sqrt{\pi}$, which is that of the harmonic-oscillator ground state in units with $\hbar = m = \omega = 1$, gives the constant force density $1/\sqrt{\pi}$ with the same potential. The failure therefore occurs for a well-behaved density and is due to the growth of the potential.

In Lean, `steepPotential_hasDerivAt` obtains the slope from the fundamental theorem of calculus for a continuous integrand. The product of the two exponentials is then simplified to $1$. Non-constancy is shown by comparing the slope at $0$, which is positive, with the zero slope that a constant function would have.

## Control at one end, and the other hypotheses

The theorem `one_end_not_enough` uses $n(x) = e^{-x}$ and $w(x) = e^{x}$. Again $n w' = 1$, and the surface term is $S(x) = e^{x}$. It tends to zero at $-\infty$ and grows without bound at $+\infty$, while $w$ is plainly not constant. The proof identifies the surface term with the exponential function, uses its known limit at $-\infty$, and excludes constancy by $e^0 < e^1$. This density grows towards $-\infty$ and cannot be normalised, so the example tests the logic of the hypotheses and does not describe a bound system.

Finite limits at both ends do not suffice either if they are different. With $n(x) = 1 + x^2$ and $w(x) = \arctan x$ one finds $n w' = 1$, and $S = \arctan x$ tends to $-\pi/2$ on the left and to $\pi/2$ on the right. This density cannot be normalised either, so the example again tests only the logic of the hypotheses. For a positive density with a finite integral, a finite limit of $S$ at one end is in fact enough. If $n w' = J \ne 0$, then $S = Jw$, and a finite limit of $w$ at that end would make $1/n = w'/J$ integrable there, along with $n$. This is impossible on a half-line, because $n + 1/n \ge 2$.

The remaining hypotheses have equally small counter-examples, worked out here by hand:

- **Positivity.** Let $n$ vanish for $|x| \le 1$ and be positive elsewhere. Let $w(x) = (3x - x^3)/2$ for $|x| \le 1$, with $w = -1$ to the left and $w = 1$ to the right. The slopes match at $x = \pm 1$, so $w$ is differentiable. Wherever $w' \ne 0$ the density is zero, so $F$ and $S$ vanish identically, but $w$ climbs from $-1$ to $1$ across the empty region.
- **Differentiability of $w$.** Lean's `deriv` returns $0$ at a point where no derivative exists. A step function therefore has `deriv` equal to zero everywhere, including at the jump, and would satisfy all the other hypotheses without being constant.
- **Zero divergence.** For $n(x) = e^{-x^2}$ and $w(x) = x$, the surface term $x e^{-x^2}$ vanishes at both infinities, but $(n w')' = -2x e^{-x^2}$ is not zero everywhere, and $w$ is not constant.
